# With scattering, the second-order attraction of two model metal sheets falls as D⁻³ at large separation

Two parallel metallic sheets at separation D attract each other through correlated charge fluctuations. In a clean sheet these are plasmons, whose squared frequency cq vanishes with the wavevector q, and the attraction energy, without retardation and at zero temperature, falls as D^(−5/2). Scattering at a rate g > 0 overdamps the long-wavelength plasmons, so that a charge fluctuation decays at a rate near cq/g instead of oscillating. Which power law does the attraction energy then follow at large separation?

```lean
import Mathlib

open MeasureTheory Set Filter
open scoped Topology

namespace DisorderedSheets

noncomputable section
```

## The damped sheet and its attraction

At imaginary frequency u, take the sheet's response, meaning the ratio of induced to applied potential in the sheet with its sign reversed, to be

χ(q,u) = cq / (u² + gu + cq).

The constant c > 0 sets the plasmon dispersion. The term u² is the inertia of the electrons, and gu is their loss of momentum to disorder.

```lean
/-- Response of a metallic sheet with scattering rate `g` at wavevector `q` and imaginary
frequency `u`, for `c, g, q, u > 0`. -/
def sheetResponse (c g q u : ℝ) : ℝ := c * q / (u ^ 2 + g * u + c * q)
```

To second order in the coupling between the sheets, the magnitude of the attraction energy per area, without its constant prefactor, is

E(D) = ∫₀^∞ dq ∫₀^∞ du q exp(−2qD) χ(q,u)².

In Lean this is an iterated integral over `Ioi 0`, the positive half-line. The model is non-retarded and at zero temperature, with a local response and a constant g; higher orders in the coupling are left out.

```lean
/-- Magnitude of the second-order attraction energy per area of two equal metallic sheets at
separation `D`, without its constant prefactor, for `c, g, D > 0`. -/
def attraction (c g D : ℝ) : ℝ :=
  ∫ q in Ioi (0 : ℝ), ∫ u in Ioi (0 : ℝ),
    q * Real.exp (-2 * q * D) * sheetResponse c g q u ^ 2
```

Measuring frequency as w = u/q leads to the weight

K(q) = ∫₀^∞ (c/(qw² + gw + c))² dw.

```lean
/-- The squared response integrated over the rescaled frequency `w = u / q`,
for `c, g > 0` and `q ≥ 0`. -/
def frequencyWeight (c g q : ℝ) : ℝ :=
  ∫ w in Ioi (0 : ℝ), (c / (q * w ^ 2 + g * w + c)) ^ 2
```

## Damping fixes the long-wavelength frequency integral

At q = 0 the inertial term is absent. The Lean names call this overdamped form diffusive, although the charge relaxes at the rate cq/g, linear in q, whereas ordinary diffusion has a rate proportional to q². An antiderivative of c²/(gw + c)² is −(c²/g)/(gw + c), which runs from −c/g at w = 0 to 0 at infinity. Hence

K(0) = c/g.

The code checks the derivative and the limit; since the integrand is non-negative, these also give integrability.

```lean
/-- For `c, g > 0` the squared response without the inertial term is integrable over the rescaled
frequency `w > 0`, and its integral is `c / g`. -/
theorem diffusive_integral {c g : ℝ} (hc : 0 < c) (hg : 0 < g) :
    IntegrableOn (fun w : ℝ => (c / (g * w + c)) ^ 2) (Ioi 0) ∧
      ∫ w in Ioi (0 : ℝ), (c / (g * w + c)) ^ 2 = c / g := by
  have hd : ∀ w ∈ Ici (0 : ℝ), HasDerivAt (fun w : ℝ => -(c ^ 2 / g) / (g * w + c))
      ((c / (g * w + c)) ^ 2) w := by
    intro w hw
    have hw' : 0 ≤ w := hw
    have hne : g * w + c ≠ 0 := by positivity
    have h1 : HasDerivAt (fun w : ℝ => g * w + c) (g * 1) w :=
      ((hasDerivAt_id' w).const_mul g).add_const c
    refine ((hasDerivAt_const w (-(c ^ 2 / g))).fun_div h1 hne).congr_deriv ?_
    field_simp
    ring
  have hl : Tendsto (fun w : ℝ => -(c ^ 2 / g) / (g * w + c)) atTop (𝓝 0) :=
    Tendsto.const_div_atTop
      (tendsto_atTop_add_const_right _ c (tendsto_id.const_mul_atTop hg)) _
  refine ⟨integrableOn_Ioi_deriv_of_nonneg' hd (fun _ _ => sq_nonneg _) hl, ?_⟩
  rw [integral_Ioi_of_hasDerivAt_of_nonneg' hd (fun _ _ => sq_nonneg _) hl, mul_zero, zero_add]
  field_simp
  ring
```

For q ≥ 0 the term qw² only enlarges the denominator, so

(c/(qw² + gw + c))² ≤ (c/(gw + c))².

```lean
/-- The inertial term only lowers the squared response, for `c, g > 0`, `q ≥ 0` and
positive frequency. -/
theorem response_le_diffusive {c g q w : ℝ} (hc : 0 < c) (hg : 0 < g) (hq : 0 ≤ q)
    (hw : 0 < w) : (c / (q * w ^ 2 + g * w + c)) ^ 2 ≤ (c / (g * w + c)) ^ 2 := by
  have h : 0 ≤ q * w ^ 2 := by positivity
  exact pow_le_pow_left₀ (by positivity)
    (div_le_div_of_nonneg_left hc.le (by positivity) (by linarith)) 2
```

Integrating this inequality gives convergence and K(q) ≤ c/g.

```lean
/-- For `c, g > 0` and `q ≥ 0` the frequency integral converges and is at most `c / g`. -/
theorem frequencyWeight_le {c g q : ℝ} (hc : 0 < c) (hg : 0 < g) (hq : 0 ≤ q) :
    IntegrableOn (fun w : ℝ => (c / (q * w ^ 2 + g * w + c)) ^ 2) (Ioi 0) ∧
      frequencyWeight c g q ≤ c / g := by
  have h := diffusive_integral hc hg
  have hm : Measurable (fun w : ℝ => (c / (q * w ^ 2 + g * w + c)) ^ 2) := by fun_prop
  have hi : IntegrableOn (fun w : ℝ => (c / (q * w ^ 2 + g * w + c)) ^ 2) (Ioi 0) := by
    refine Integrable.mono' h.1 hm.aestronglyMeasurable ?_
    filter_upwards [ae_restrict_mem measurableSet_Ioi] with w hw
    rw [Real.norm_of_nonneg (sq_nonneg _)]
    exact response_le_diffusive hc hg hq hw
  refine ⟨hi, ?_⟩
  rw [← h.2]
  exact setIntegral_mono_on hi h.1 measurableSet_Ioi
    (fun w hw => response_le_diffusive hc hg hq hw)
```

As q → 0⁺ the integrand tends to its q = 0 form at each w, and dominated convergence gives K(q) → c/g.

The Mathlib device is `tendsto_integral_filter_of_dominated_convergence`. It asks for measurability, a bound independent of the parameter, integrability of that bound, and a pointwise limit almost everywhere. The parameter may follow a filter instead of a sequence: here `𝓝[>] 0`, meaning q → 0 from above, and later `atTop`, meaning D → ∞.

```lean
/-- As `q` tends to 0 from above, the frequency weight tends to `c / g`, for `c, g > 0`. -/
theorem frequencyWeight_tendsto {c g : ℝ} (hc : 0 < c) (hg : 0 < g) :
    Tendsto (fun q => frequencyWeight c g q) (𝓝[>] 0) (𝓝 (c / g)) := by
  have h := diffusive_integral hc hg
  rw [← h.2]
  unfold frequencyWeight
  refine tendsto_integral_filter_of_dominated_convergence
    (fun w : ℝ => (c / (g * w + c)) ^ 2) ?_ ?_ h.1 ?_
  · refine Eventually.of_forall (fun q => ?_)
    have hm : Measurable (fun w : ℝ => (c / (q * w ^ 2 + g * w + c)) ^ 2) := by fun_prop
    exact hm.aestronglyMeasurable
  · filter_upwards [self_mem_nhdsWithin] with q hq
    filter_upwards [ae_restrict_mem measurableSet_Ioi] with w hw
    rw [Real.norm_of_nonneg (sq_nonneg _)]
    exact response_le_diffusive hc hg (le_of_lt hq) hw
  · filter_upwards [ae_restrict_mem measurableSet_Ioi] with w hw
    have hw' : 0 < w := hw
    have hcont : ContinuousAt (fun q : ℝ => (c / (q * w ^ 2 + g * w + c)) ^ 2) 0 := by
      refine ContinuousAt.pow (ContinuousAt.div continuousAt_const (by fun_prop) ?_) 2
      show (0 : ℝ) * w ^ 2 + g * w + c ≠ 0
      rw [zero_mul, zero_add]
      positivity
    have ht := hcont.tendsto.mono_left (nhdsWithin_le_nhds (s := Ioi (0 : ℝ)))
    simp only [zero_mul, zero_add] at ht
    exact ht
```

## From wavevectors to distance

The remaining integral over q needs the moment

∫₀^∞ q² exp(−2qD) dq = 1/(4D³).

An antiderivative is −(q²/(2D) + q/(2D²) + 1/(4D³)) exp(−2qD), which vanishes at infinity and equals −1/(4D³) at q = 0.

```lean
/-- For `D > 0` the second moment of the distance factor `exp (-2 q D)` converges and equals
`1 / (4 D ^ 3)`. -/
theorem wavevector_moment {D : ℝ} (hD : 0 < D) :
    IntegrableOn (fun q : ℝ => q ^ 2 * Real.exp (-2 * q * D)) (Ioi 0) ∧
      ∫ q in Ioi (0 : ℝ), q ^ 2 * Real.exp (-2 * q * D) = 1 / (4 * D ^ 3) := by
  have hd : ∀ q ∈ Ici (0 : ℝ), HasDerivAt (fun q : ℝ =>
      -(q * q / (2 * D) + q / (2 * D ^ 2) + 1 / (4 * D ^ 3)) * Real.exp (-2 * q * D))
      (q ^ 2 * Real.exp (-2 * q * D)) q := by
    intro q _
    have h1 := (((hasDerivAt_id' q).const_mul (-2)).mul_const D).exp
    have h2 := (((((hasDerivAt_id' q).fun_mul (hasDerivAt_id' q)).div_const (2 * D)).fun_add
      ((hasDerivAt_id' q).div_const (2 * D ^ 2))).add_const (1 / (4 * D ^ 3))).fun_neg
    refine (h2.fun_mul h1).congr_deriv ?_
    generalize Real.exp (-2 * q * D) = e
    field_simp
    ring
  have hl : Tendsto (fun q : ℝ =>
      -(q * q / (2 * D) + q / (2 * D ^ 2) + 1 / (4 * D ^ 3)) * Real.exp (-2 * q * D))
      atTop (𝓝 0) := by
    have ht : Tendsto (fun q : ℝ => 2 * D * q) atTop atTop :=
      tendsto_id.const_mul_atTop (by positivity)
    have h := fun n : ℕ => (Real.tendsto_pow_mul_exp_neg_atTop_nhds_zero n).comp ht
    have h3 : Tendsto (fun q : ℝ =>
        -1 / (8 * D ^ 3) * ((2 * D * q) ^ 2 * Real.exp (-(2 * D * q)))
        + -1 / (4 * D ^ 3) * ((2 * D * q) ^ 1 * Real.exp (-(2 * D * q)))
        + -1 / (4 * D ^ 3) * ((2 * D * q) ^ 0 * Real.exp (-(2 * D * q)))) atTop
        (𝓝 (-1 / (8 * D ^ 3) * 0 + -1 / (4 * D ^ 3) * 0 + -1 / (4 * D ^ 3) * 0)) :=
      (((h 2).const_mul _).add ((h 1).const_mul _)).add ((h 0).const_mul _)
    simp only [mul_zero, add_zero] at h3
    refine h3.congr (fun q => ?_)
    rw [show -(2 * D * q) = -2 * q * D by ring]
    generalize Real.exp (-2 * q * D) = e
    field_simp
    ring
  have hp : ∀ q ∈ Ioi (0 : ℝ), 0 ≤ q ^ 2 * Real.exp (-2 * q * D) :=
    fun q _ => by positivity
  refine ⟨integrableOn_Ioi_deriv_of_nonneg' hd hp hl, ?_⟩
  rw [integral_Ioi_of_hasDerivAt_of_nonneg' hd hp hl]
  simp
```

Now put u = qw, du = q dw. A factor q cancels in the response, χ(q,qw) = c/(qw² + gw + c), and therefore

∫₀^∞ q exp(−2qD) χ(q,u)² du = q² exp(−2qD) K(q).

```lean
/-- Measuring frequency in units of the wavevector `q > 0` turns the frequency integral of the
attraction into `q ^ 2 exp (-2 q D)` times the frequency weight. -/
theorem frequency_integral (c g D : ℝ) {q : ℝ} (hq : 0 < q) :
    ∫ u in Ioi (0 : ℝ), q * Real.exp (-2 * q * D) * sheetResponse c g q u ^ 2
      = q ^ 2 * Real.exp (-2 * q * D) * frequencyWeight c g q := by
  have h := integral_comp_mul_left_Ioi (fun u => sheetResponse c g q u ^ 2) 0 hq
  simp only [mul_zero, smul_eq_mul] at h
  have hw : frequencyWeight c g q = ∫ w in Ioi (0 : ℝ), sheetResponse c g q (q * w) ^ 2 := by
    refine setIntegral_congr_fun measurableSet_Ioi (fun w _ => ?_)
    show (c / (q * w ^ 2 + g * w + c)) ^ 2
      = (c * q / ((q * w) ^ 2 + g * (q * w) + c * q)) ^ 2
    rw [show (q * w) ^ 2 + g * (q * w) + c * q = (q * w ^ 2 + g * w + c) * q by ring,
      mul_div_mul_right _ _ hq.ne']
  rw [integral_const_mul, hw, h]
  field_simp
```

With K(q) ≤ c/g and the moment, at every D > 0,

E(D) ≤ (c/g) · 1/(4D³) = c/(4gD³).

The theorem also states that both integrals converge, which matters because Lean assigns the value 0 to a divergent integral.

```lean
/-- For `c, g, D > 0` both integrals in the attraction converge, and at every separation the
attraction is at most `c / (4 g D ^ 3)`. -/
theorem attraction_le {c g D : ℝ} (hc : 0 < c) (hg : 0 < g) (hD : 0 < D) :
    (∀ q > 0, IntegrableOn
      (fun u => q * Real.exp (-2 * q * D) * sheetResponse c g q u ^ 2) (Ioi 0)) ∧
    IntegrableOn (fun q => ∫ u in Ioi (0 : ℝ),
      q * Real.exp (-2 * q * D) * sheetResponse c g q u ^ 2) (Ioi 0) ∧
    attraction c g D ≤ c / (4 * g * D ^ 3) := by
  have hm : Measurable (fun p : ℝ × ℝ => (c / (p.1 * p.2 ^ 2 + g * p.2 + c)) ^ 2) := by
    fun_prop
  have hK : StronglyMeasurable (fun q => frequencyWeight c g q) :=
    hm.stronglyMeasurable.integral_prod_right'
  have he : Measurable (fun q : ℝ => q ^ 2 * Real.exp (-2 * q * D)) := by fun_prop
  have hb := Integrable.mul_const (wavevector_moment hD).1 (c / g)
  have hle : ∀ q ∈ Ioi (0 : ℝ), q ^ 2 * Real.exp (-2 * q * D) * frequencyWeight c g q
      ≤ q ^ 2 * Real.exp (-2 * q * D) * (c / g) := fun q hq =>
    mul_le_mul_of_nonneg_left (frequencyWeight_le hc hg (le_of_lt hq)).2 (by positivity)
  have hi : IntegrableOn
      (fun q => q ^ 2 * Real.exp (-2 * q * D) * frequencyWeight c g q) (Ioi 0) := by
    refine Integrable.mono' hb (he.stronglyMeasurable.mul hK).aestronglyMeasurable ?_
    filter_upwards [ae_restrict_mem measurableSet_Ioi] with q hq
    have h0 : 0 ≤ frequencyWeight c g q := integral_nonneg (fun _ => sq_nonneg _)
    rw [Real.norm_of_nonneg (by positivity)]
    exact hle q hq
  refine ⟨fun q hq => ?_, hi.congr_fun
    (fun q hq => (frequency_integral c g D hq).symm) measurableSet_Ioi, ?_⟩
  · have h := (frequencyWeight_le (mul_pos hc hq) hg zero_le_one).1
    simp only [one_mul] at h
    exact Integrable.const_mul h _
  · calc attraction c g D
        = ∫ q in Ioi (0 : ℝ), q ^ 2 * Real.exp (-2 * q * D) * frequencyWeight c g q :=
          setIntegral_congr_fun measurableSet_Ioi (fun q hq => frequency_integral c g D hq)
      _ ≤ ∫ q in Ioi (0 : ℝ), q ^ 2 * Real.exp (-2 * q * D) * (c / g) :=
          setIntegral_mono_on hi hb measurableSet_Ioi hle
      _ = c / (4 * g * D ^ 3) := by
          rw [integral_mul_const, (wavevector_moment hD).2]
          field_simp
```

## The cubic law

Substituting q = x/D, dq = dx/D gives

D³E(D) = ∫₀^∞ x² exp(−2x) K(x/D) dx.

The integrand is bounded by x² exp(−2x) c/g, and K(x/D) → c/g for each x > 0. A second use of dominated convergence, with the moment at D = 1, yields

D³E(D) → (c/g) · 1/4 = c/(4g).

```lean
/-- For `c, g > 0` the attraction of two disordered metallic sheets obeys a cubic law at large
separation: `D ^ 3` times the attraction tends to `c / (4 g)`. -/
theorem attraction_cubic_law {c g : ℝ} (hc : 0 < c) (hg : 0 < g) :
    Tendsto (fun D => D ^ 3 * attraction c g D) atTop (𝓝 (c / (4 * g))) := by
  have hM := wavevector_moment one_pos
  have hm : Measurable (fun p : ℝ × ℝ => (c / (p.1 * p.2 ^ 2 + g * p.2 + c)) ^ 2) := by
    fun_prop
  have hK : StronglyMeasurable (fun q => frequencyWeight c g q) :=
    hm.stronglyMeasurable.integral_prod_right'
  -- dominated convergence in the scaled wavevector `x = q D`
  have hlim : Tendsto (fun D : ℝ => ∫ x in Ioi (0 : ℝ),
      x ^ 2 * Real.exp (-2 * x * 1) * frequencyWeight c g (D⁻¹ * x)) atTop
      (𝓝 (∫ x in Ioi (0 : ℝ), x ^ 2 * Real.exp (-2 * x * 1) * (c / g))) := by
    refine tendsto_integral_filter_of_dominated_convergence
      (fun x : ℝ => x ^ 2 * Real.exp (-2 * x * 1) * (c / g)) ?_ ?_
      (Integrable.mul_const hM.1 (c / g)) ?_
    · refine Eventually.of_forall (fun D => ?_)
      have he : Measurable (fun x : ℝ => x ^ 2 * Real.exp (-2 * x * 1)) := by fun_prop
      have hs : Measurable (fun x : ℝ => D⁻¹ * x) := by fun_prop
      exact (he.mul (hK.measurable.comp hs)).aestronglyMeasurable
    · filter_upwards [eventually_gt_atTop 0] with D hD
      filter_upwards [ae_restrict_mem measurableSet_Ioi] with x hx
      have hx' : 0 < x := hx
      have h0 : 0 ≤ frequencyWeight c g (D⁻¹ * x) := integral_nonneg (fun _ => sq_nonneg _)
      rw [Real.norm_of_nonneg (by positivity)]
      exact mul_le_mul_of_nonneg_left
        (frequencyWeight_le hc hg (by positivity)).2 (by positivity)
    · filter_upwards [ae_restrict_mem measurableSet_Ioi] with x hx
      have hx' : 0 < x := hx
      have h0 : Tendsto (fun D : ℝ => D⁻¹ * x) atTop (𝓝 0) := by
        simpa using tendsto_inv_atTop_zero.mul_const x
      have h1 : Tendsto (fun D : ℝ => D⁻¹ * x) atTop (𝓝[>] 0) := by
        refine tendsto_nhdsWithin_iff.2 ⟨h0, ?_⟩
        filter_upwards [eventually_gt_atTop 0] with D hD
        exact mul_pos (inv_pos.2 hD) hx'
      exact ((frequencyWeight_tendsto hc hg).comp h1).const_mul _
  have hval : ∫ x in Ioi (0 : ℝ), x ^ 2 * Real.exp (-2 * x * 1) * (c / g) = c / (4 * g) := by
    rw [integral_mul_const, hM.2]
    field_simp
  rw [hval] at hlim
  refine hlim.congr' ?_
  filter_upwards [eventually_gt_atTop 0] with D hD
  -- the substitution `q = x / D` produces the factor `D ^ 3`
  have hE : attraction c g D
      = ∫ q in Ioi (0 : ℝ), q ^ 2 * Real.exp (-2 * q * D) * frequencyWeight c g q :=
    setIntegral_congr_fun measurableSet_Ioi (fun q hq => frequency_integral c g D hq)
  have h := integral_comp_mul_left_Ioi
    (fun q => q ^ 2 * Real.exp (-2 * q * D) * frequencyWeight c g q) 0 (inv_pos.2 hD)
  simp only [mul_zero, smul_eq_mul, inv_inv] at h
  rw [hE, show ∀ y : ℝ, D ^ 3 * y = D ^ 2 * (D * y) from fun y => by ring, ← h,
    ← integral_const_mul]
  refine setIntegral_congr_fun measurableSet_Ioi (fun x _ => ?_)
  have h1 : -2 * (D⁻¹ * x) * D = -2 * x * 1 := by field_simp
  have h2 : D ^ 2 * (D⁻¹ * x) ^ 2 = x ^ 2 := by field_simp
  show x ^ 2 * Real.exp (-2 * x * 1) * frequencyWeight c g (D⁻¹ * x)
    = D ^ 2 * ((D⁻¹ * x) ^ 2 * Real.exp (-2 * (D⁻¹ * x) * D) * frequencyWeight c g (D⁻¹ * x))
  rw [h1, ← h2]
  simp only [mul_assoc]
```

The hypothesis g > 0 can't be weakened to g ≥ 0. At g = 0 the frequency integral of χ² is (π/4)√(cq), and elementary integration gives

E(D) = 3π^(3/2) √c / (64√2 D^(5/2)),

so D³E(D) diverges.

## No other exponent

Suppose D^p E(D) → L with p real and L ≠ 0. Dividing by the cubic law,

D^p E(D) / (D³E(D)) = D^(p−3) → L/(c/(4g)) ≠ 0.

But D^(p−3) tends to 0 for p < 3 and to infinity for p > 3, so p = 3. This excludes 5/2 as the limiting exponent for every g > 0, however small. When scattering is weak, the clean D^(−5/2) law still holds approximately at separations far below c/g², where damping is negligible at the wavevectors that matter, q ~ 1/D.

Within this second-order model with constant scattering, the decay is still slower than the D⁻⁴ obtained by summing pairwise R⁻⁶ terms over two thin sheets.

```lean
/-- For `c, g > 0`, if `D ^ p` times the attraction has a non-zero finite limit at large
separation, then the exponent `p` is 3. -/
theorem exponent_unique {c g p L : ℝ} (hc : 0 < c) (hg : 0 < g) (hL : L ≠ 0)
    (hp : Tendsto (fun D : ℝ => D ^ p * attraction c g D) atTop (𝓝 L)) : p = 3 := by
  have hmain := attraction_cubic_law hc hg
  have hne : c / (4 * g) ≠ 0 := by positivity
  -- the ratio of the two scaled attractions is a pure power of the separation
  have hr : Tendsto (fun D : ℝ => D ^ (p - 3)) atTop (𝓝 (L / (c / (4 * g)))) := by
    refine (hp.div hmain hne).congr' ?_
    filter_upwards [eventually_gt_atTop 0, hmain.eventually_ne hne] with D hD hE
    have h3 : D ^ (3 : ℝ) = D ^ 3 := by exact_mod_cast Real.rpow_natCast D 3
    show D ^ p * attraction c g D / (D ^ 3 * attraction c g D) = D ^ (p - 3)
    rw [mul_div_mul_right _ _ (right_ne_zero_of_mul hE), Real.rpow_sub hD, h3]
  rcases lt_trichotomy p 3 with h | h | h
  · have h0 := tendsto_rpow_neg_atTop (sub_pos.2 h)
    rw [neg_sub] at h0
    exact absurd (tendsto_nhds_unique hr h0) (div_ne_zero hL hne)
  · exact h
  · exact absurd hr (not_tendsto_nhds_of_tendsto_atTop (tendsto_rpow_atTop (sub_pos.2 h)) _)

end

end DisorderedSheets
```

```lean
#print axioms DisorderedSheets.attraction_le
#print axioms DisorderedSheets.attraction_cubic_law
#print axioms DisorderedSheets.exponent_unique
```

```
'DisorderedSheets.attraction_le' depends on axioms: [propext, Classical.choice, Quot.sound]
'DisorderedSheets.attraction_cubic_law' depends on axioms: [propext, Classical.choice, Quot.sound]
'DisorderedSheets.exponent_unique' depends on axioms: [propext, Classical.choice, Quot.sound]
```
